# Equal angles among n + 1 distinct directions in n-space force the cosine −1/n

Take two unit vectors $u_0,u_1$ on a line, with inner product $c<1$. A line has only one dimension, so there are numbers $a_0,a_1$, not both zero, with $a_0u_0+a_1u_1=0$. Taking the inner product with $u_0$ and then with $u_1$ gives

$$a_0+c\,a_1=0,\qquad c\,a_0+a_1=0 .$$

The difference is $(1-c)(a_0-a_1)=0$. Since $c\neq1$, the coefficients are equal, and since they are not both zero, $u_0+u_1=0$. Projecting this sum on $u_0$ gives $1+c=0$. The two directions are opposite, as in a linear molecule, and the same argument gives the tetrahedral angle in three dimensions.

## From linear dependence to the bond angle

Let $n\ge1$, and let $u_0,\dots,u_n$ be unit vectors in Euclidean $n$-space with $u_i\cdot u_j=c$ for all $i\ne j$, where $c<1$. Then

$$c=-\frac1n,\qquad \sum_{i=0}^{n}u_i=0 .$$

The condition $c<1$ says that the bonds point in different directions: two unit vectors with inner product 1 coincide.

**Projection.** For $m$ such vectors and real coefficients $a_i$,

$$u_j\cdot\sum_i a_iu_i=a_j+c\sum_{i\ne j}a_i=(1-c)\,a_j+c\sum_i a_i .$$

If the combination vanishes, the right-hand side is zero for every $j$. Subtracting the equations for two bonds $i$ and $j$ gives $(1-c)(a_i-a_j)=0$, so all coefficients are equal.

**Closure.** If $m>n$, the vectors are linearly dependent, and some combination with coefficients not all zero vanishes. Its coefficients share one value $a\neq0$, so $a\sum_iu_i=0$ and hence $\sum_iu_i=0$. Projecting this sum on any bond, with all coefficients equal to 1, gives

$$0=(1-c)+cm=1+(m-1)c .$$

For $m=n+1$ this reads $1+nc=0$, so $c=-1/n$.

**No room for more.** Suppose $m\ge n+2$. Then the full set and the set without its last bond both have more than $n$ members, so $1+(m-1)c=0$ and $1+(m-2)c=0$. Subtraction gives $c=0$, and then $1=0$. At most $n+1$ such directions fit.

**Independence after one omission.** Suppose a combination of $n+1$ equiangular bonds without bond $p$ vanishes. Insert bond $p$ with coefficient zero. All coefficients are equal, so all are zero.

**The bond tensor.** Define $Tx=\sum_i(u_i\cdot x)\,u_i$ for the $n+1$ bonds. On a bond,

$$Tu_j=u_j+c\sum_{i\ne j}u_i=(1-c)u_j+c\sum_iu_i=(1-c)u_j=\frac{n+1}{n}\,u_j .$$

Any $n$ of the bonds are independent and therefore form a basis, so by linearity $Tx=\frac{n+1}{n}x$ for every $x$. In three dimensions the factor is $4/3$.

**Four bonds in space.** Let $r_0,\dots,r_3$ be nonzero bond vectors of any lengths that pairwise enclose the same angle $\theta\neq0$. The vectors $r_i/\|r_i\|$ are unit vectors with common inner product $\cos\theta$, and $\cos\theta<1$ because $0<\theta\le\pi$. Hence $\cos\theta=-1/3$ and $\theta=\arccos(-1/3)\approx109.47^\circ$.

This is the reference angle for an idealised tetrahedral centre in a starting geometry for an electronic-structure calculation. The model is purely geometric: equality of the angles is assumed, not obtained from an energy or from a symmetry group.

## Equiangular bonds as a Lean predicate

```lean
import Mathlib

open Module

namespace TetrahedralBondAngle

noncomputable section
```

The physical assumption is a predicate on a family of vectors `u` and a real number `c`.

```lean
/-- Bond directions `u i` of unit length, any two of which enclose an angle with cosine `c`. -/
structure EquiangularBonds {ι E : Type*} [NormedAddCommGroup E] [InnerProductSpace ℝ E]
    (u : ι → E) (c : ℝ) : Prop where
  unit : ∀ i, ‖u i‖ = 1
  angle : ∀ i j, i ≠ j → inner ℝ (u i) (u j) = c
```

The index type `ι` labels the bonds, and `E` is any real inner product space. The field `unit` fixes the length, so that `u i` is a direction. In the field `angle`, the number `c` is the cosine of the angle between two bonds, not the angle in radians; since that angle lies between $0$ and $\pi$, its cosine determines it. Neither the dimension nor the vanishing of the sum is built into the definition.

## Projection and equal coefficients

```lean
section General

variable {ι E : Type*} [Fintype ι] [NormedAddCommGroup E] [InnerProductSpace ℝ E]

/-- The projection of a combination of equiangular bonds on the bond `j` depends only on the
coefficient of that bond and on the sum of all coefficients. -/
theorem EquiangularBonds.inner_combination {u : ι → E} {c : ℝ} (h : EquiangularBonds u c)
    (a : ι → ℝ) (j : ι) :
    inner ℝ (u j) (∑ i, a i • u i) = (1 - c) * a j + c * ∑ i, a i := by
  classical
  have key : ∀ i, inner ℝ (u j) (a i • u i)
      = c * a i + if i = j then (1 - c) * a i else 0 := by
    intro i
    rw [real_inner_smul_right]
    by_cases hij : i = j
    · subst hij
      rw [real_inner_self_eq_norm_sq, h.unit, if_pos rfl]
      ring
    · rw [h.angle j i (Ne.symm hij), if_neg hij]
      ring
  simp only [inner_sum, key, Finset.sum_add_distrib, ← Finset.mul_sum, Finset.sum_ite_eq',
    Finset.mem_univ, if_true]
  ring
```

This is the projection formula for finitely many bonds. The auxiliary statement `key` splits each term into $c\,a_i$, present for every $i$, and a correction $(1-c)a_i$, present only for $i=j$. Summation collects the first parts into $c\sum_ia_i$ and picks out a single correction.

```lean
/-- If a combination of equiangular bonds with `c < 1` vanishes, all its coefficients are equal. -/
theorem EquiangularBonds.coeff_eq {u : ι → E} {c : ℝ} (h : EquiangularBonds u c) (hc : c < 1)
    {a : ι → ℝ} (ha : ∑ i, a i • u i = 0) (i j : ι) : a i = a j := by
  have hi := h.inner_combination a i
  have hj := h.inner_combination a j
  rw [ha, inner_zero_right] at hi hj
  have hz : (1 - c) * (a i - a j) = 0 := by linear_combination hj - hi
  rcases mul_eq_zero.mp hz with h1 | h1 <;> linarith
```

The projections on bonds `i` and `j` are both set to zero and subtracted. The product `hz` leaves two cases: $1-c=0$, which contradicts `hc`, or equal coefficients. `linarith` settles both.

## Closure from the dimension count

```lean
/-- More than `n` equiangular bonds in `n`-dimensional space, with `c < 1`, sum to zero, and their
number fixes the cosine `c`. -/
theorem EquiangularBonds.closure {n : ℕ} {u : ι → EuclideanSpace ℝ (Fin n)} {c : ℝ}
    (h : EquiangularBonds u c) (hc : c < 1) (hn : n < Fintype.card ι) :
    ∑ i, u i = 0 ∧ 1 + ((Fintype.card ι : ℝ) - 1) * c = 0 := by
  -- too many vectors for the dimension: some nontrivial combination vanishes
  have hdep : ¬ LinearIndependent ℝ u := by
    intro hli
    have hle := hli.fintype_card_le_finrank
    rw [finrank_euclideanSpace_fin] at hle
    omega
  rw [Fintype.not_linearIndependent_iff] at hdep
  obtain ⟨g, hg, k, hk⟩ := hdep
  -- its coefficients are all equal, so the plain sum vanishes
  have hs : ∑ i, u i = 0 := by
    have h1 : g k • ∑ i, u i = ∑ i, g i • u i := by
      rw [Finset.smul_sum]
      exact Finset.sum_congr rfl fun i _ => by rw [h.coeff_eq hc hg k i]
    exact (smul_eq_zero.mp (h1.trans hg)).resolve_left hk
  refine ⟨hs, ?_⟩
  -- project the vanishing sum on one bond
  have hp := h.inner_combination (fun _ => (1 : ℝ)) k
  simp only [one_smul, hs, inner_zero_right, Finset.sum_const, Finset.card_univ,
    nsmul_eq_mul, mul_one] at hp
  linear_combination -hp

end General
```

The space is now `EuclideanSpace ℝ (Fin n)`, that is, $\mathbb R^n$ with the usual inner product, and `Fintype.card ι` is the number $m$ of bonds. The conclusion contains both the closure relation and $1+(m-1)c=0$.

The proof turns on `Fintype.not_linearIndependent_iff`. Mathlib defines linear independence as injectivity of the map that sends coefficients to the corresponding linear combination. For a finite family, this lemma converts the failure of independence into concrete data: a coefficient function `g`, a proof `hg` that $\sum_i g_iu_i=0$, and an index `k` with $g_k\neq0$. The failure itself comes from `fintype_card_le_finrank`, which bounds the size of an independent family by the dimension, against the hypothesis `hn`.

These data are what the derivation by hand needs. `coeff_eq` replaces every $g_i$ by $g_k$, the common factor comes out of the sum, and $g_k\ne0$ removes it. Independence here concerns an indexed family, so a repeated vector already makes the family dependent; `hc` is what excludes repetition among the bonds.

```lean
/-- If `n + 1` unit vectors in Euclidean `n`-space have one common pairwise inner product `c < 1`,
then `c = -1/n` and the vectors sum to zero. -/
theorem simplex_bond_angle {n : ℕ} {u : Fin (n + 1) → EuclideanSpace ℝ (Fin n)} {c : ℝ}
    (h : EquiangularBonds u c) (hc : c < 1) : c = -1 / (n : ℝ) ∧ ∑ i, u i = 0 := by
  obtain ⟨hs, he⟩ := h.closure hc (by simp)
  rw [Fintype.card_fin] at he
  push_cast at he
  have hn : (n : ℝ) ≠ 0 := by
    intro h0
    rw [h0] at he
    norm_num at he
  refine ⟨?_, hs⟩
  rw [eq_div_iff hn]
  linear_combination he
```

This is the main theorem, with the $n+1$ bonds labelled by `Fin (n + 1)`, from $0$ to $n$. It has no hypothesis $n\ge1$, because zero-dimensional space contains no unit vector. The proof recovers $n\neq0$ from the equation $1+nc=0$ before dividing.

## The maximal number of bonds and their independence

```lean
/-- At most `n + 1` bonds in `n`-dimensional space can have one common pairwise cosine `c < 1`. -/
theorem max_equiangular_bonds {n m : ℕ} {u : Fin m → EuclideanSpace ℝ (Fin n)} {c : ℝ}
    (h : EquiangularBonds u c) (hc : c < 1) : m ≤ n + 1 := by
  by_contra hm
  obtain ⟨k, rfl⟩ : ∃ k, m = k + 1 := ⟨m - 1, by omega⟩
  -- both the full set and the set without its last bond would have to close
  have h' : EquiangularBonds (fun i : Fin k => u i.castSucc) c :=
    ⟨fun i => h.unit _, fun i j hij =>
      h.angle _ _ (fun e => hij (Fin.castSucc_injective k e))⟩
  have e1 := (h.closure hc (by rw [Fintype.card_fin]; omega)).2
  have e2 := (h'.closure hc (by rw [Fintype.card_fin]; omega)).2
  rw [Fintype.card_fin] at e1 e2
  push_cast at e1
  have c0 : c = 0 := by linear_combination e1 - e2
  rw [c0] at e2
  norm_num at e2
```

The map `Fin.castSucc` embeds the first `k` labels among `k + 1`, so `h'` describes the set without its last bond. The equations `e1` and `e2` are the two closure conditions, and their difference forces $c=0$.

```lean
/-- When any one bond `p` is omitted from `n + 1` equiangular bonds with `c < 1`, the remaining
ones are linearly independent. -/
theorem independent_of_omit {E : Type*} [NormedAddCommGroup E] [InnerProductSpace ℝ E]
    {n : ℕ} {u : Fin (n + 1) → E} {c : ℝ} (h : EquiangularBonds u c) (hc : c < 1)
    (p : Fin (n + 1)) : LinearIndependent ℝ (fun i : Fin n => u (p.succAbove i)) := by
  rw [Fintype.linearIndependent_iff]
  intro g hg i
  -- extend the coefficients by zero on the omitted bond
  obtain ⟨a, ha0, ha⟩ : ∃ a : Fin (n + 1) → ℝ, a p = 0 ∧ ∀ i, a (p.succAbove i) = g i :=
    ⟨p.insertNth (α := fun _ => ℝ) 0 g, by simp, by simp⟩
  have hz : ∑ i, a i • u i = 0 := by
    rw [Fin.sum_univ_succAbove _ p]
    simpa [ha0, ha] using hg
  rw [← ha i, h.coeff_eq hc hz (p.succAbove i) p, ha0]
```

Here `E` may have any dimension, since the argument uses only `coeff_eq`. The function `p.succAbove` lists the labels other than `p`, and `insertNth` supplies the zero coefficient at `p`.

## The isotropic bond tensor

```lean
/-- The bond tensor of `n + 1` equiangular bonds in `n`-space with `c < 1` is isotropic: it
multiplies every vector by `(n + 1)/n`. -/
theorem bond_tensor_isotropic {n : ℕ} {u : Fin (n + 1) → EuclideanSpace ℝ (Fin n)} {c : ℝ}
    (h : EquiangularBonds u c) (hc : c < 1) (x : EuclideanSpace ℝ (Fin n)) :
    ∑ i, (inner ℝ (u i) x : ℝ) • u i = (((n : ℝ) + 1) / n) • x := by
  obtain ⟨hs, he⟩ := h.closure hc (by simp)
  rw [Fintype.card_fin] at he
  push_cast at he
  have hn : (n : ℝ) ≠ 0 := by
    intro h0
    rw [h0] at he
    norm_num at he
  have ht : 1 - c = ((n : ℝ) + 1) / n := by
    rw [eq_div_iff hn]
    linear_combination -he
  -- the identity on the bonds themselves
  have hb : ∀ j, ∑ i, (inner ℝ (u i) (u j) : ℝ) • u i = (((n : ℝ) + 1) / n) • u j := by
    intro j
    have e : ∀ i, (inner ℝ (u i) (u j) : ℝ) • u i
        = c • u i + if i = j then (1 - c) • u i else 0 := by
      intro i
      by_cases hij : i = j
      · subst hij
        rw [real_inner_self_eq_norm_sq, h.unit, if_pos rfl]
        module
      · rw [h.angle i j hij, if_neg hij, add_zero]
    rw [Finset.sum_congr rfl (fun i _ => e i), Finset.sum_add_distrib, ← Finset.smul_sum, hs,
      smul_zero, zero_add, Finset.sum_ite_eq', if_pos (Finset.mem_univ j), ht]
  -- the bonds span the space, so linearity does the rest
  have hx : x ∈ Submodule.span ℝ
      (Set.range fun i : Fin n => u ((0 : Fin (n + 1)).succAbove i)) := by
    rw [(independent_of_omit h hc 0).span_eq_top_of_card_eq_finrank' (by simp)]
    exact Submodule.mem_top
  induction hx using Submodule.span_induction with
  | mem y hy =>
    obtain ⟨k, rfl⟩ := hy
    exact hb _
  | zero => simp
  | add y z _ _ hy hz =>
    simp only [inner_add_right, add_smul, Finset.sum_add_distrib, hy, hz, smul_add]
  | smul a y _ hy =>
    simp only [real_inner_smul_right, mul_smul, ← Finset.smul_sum, hy]
    exact smul_comm _ _ _
```

The left-hand side is $Tx$. The statement `hb` is the calculation of $Tu_j$, with `ht` rewriting $1-c$ as $(n+1)/n$. The bonds other than bond 0 are independent and number $n$, so they span the space. `Submodule.span_induction` then carries the identity from these bonds to zero, sums and scalar multiples, which is the extension by linearity.

In a model where a molecular second-rank tensor is the sum of identical axial bond contributions, this identity makes the total isotropic for an ideal tetrahedral centre.

## The angle between four bonds in space

```lean
/-- Four nonzero bond vectors in space, of any lengths, that pairwise enclose one common nonzero
angle `θ` have `θ = arccos (-1/3)`. -/
theorem tetrahedral_angle {r : Fin 4 → EuclideanSpace ℝ (Fin 3)} {θ : ℝ}
    (hr : ∀ i, r i ≠ 0) (hθ : θ ≠ 0)
    (hang : ∀ i j, i ≠ j → InnerProductGeometry.angle (r i) (r j) = θ) :
    θ = Real.arccos (-1 / 3) := by
  have h01 := hang 0 1 (by decide)
  have h0 : 0 ≤ θ := h01 ▸ InnerProductGeometry.angle_nonneg _ _
  have hπ : θ ≤ Real.pi := h01 ▸ InnerProductGeometry.angle_le_pi _ _
  have hc : Real.cos θ < 1 := by
    refine lt_of_le_of_ne (Real.cos_le_one θ) fun e => hθ ?_
    rw [← Real.arccos_cos h0 hπ, e, Real.arccos_one]
  -- normalise the bond vectors
  have h : EquiangularBonds (fun i => ‖r i‖⁻¹ • r i) (Real.cos θ) := by
    refine ⟨fun i => ?_, fun i j hij => ?_⟩
    · rw [norm_smul, norm_inv, norm_norm, inv_mul_cancel₀ (norm_ne_zero_iff.mpr (hr i))]
    · rw [real_inner_smul_left, real_inner_smul_right, ← hang i j hij,
        InnerProductGeometry.cos_angle, div_eq_mul_inv, mul_inv]
      ring
  have hcos : Real.cos θ = -1 / 3 := by
    rw [(simplex_bond_angle (n := 3) h hc).1]
    norm_num
  rw [← hcos, Real.arccos_cos h0 hπ]
```

This version speaks of angles and places no condition on the bond lengths other than that they are nonzero. `InnerProductGeometry.angle` is the unoriented angle in radians, between $0$ and $\pi$. The hypothesis `hθ` excludes four parallel bonds pointing the same way, and the proof turns it into $\cos\theta<1$. The statement `h` normalises the vectors, after which `simplex_bond_angle` with `n := 3` gives the cosine. Because $\theta$ lies in $[0,\pi]$, `Real.arccos_cos` recovers the angle.

## Alternate corners of a cube

An explicit arrangement shows that four such directions exist.

```lean
/-- Four alternate corners of a cube centred at the origin. -/
def cubeCorner (i : Fin 4) : EuclideanSpace ℝ (Fin 3) :=
  WithLp.toLp 2 ((![![1, 1, 1], ![1, -1, -1], ![-1, 1, -1], ![-1, -1, 1]] :
    Fin 4 → Fin 3 → ℝ) i)
```

The corners are $(1,1,1)$, $(1,-1,-1)$, $(-1,1,-1)$ and $(-1,-1,1)$, each at distance $\sqrt3$ from the centre. The inner product of two different corners is $-1$.

```lean
/-- The directions from the centre of a cube to four alternate corners are equiangular bonds with
cosine `-1/3`. -/
theorem equiangularBonds_witness :
    EquiangularBonds (fun i => (√3)⁻¹ • cubeCorner i) (-1 / 3) := by
  have hin : ∀ i j, inner ℝ (cubeCorner i) (cubeCorner j) = if i = j then (3 : ℝ) else -1 := by
    intro i j
    simp only [PiLp.inner_apply, Fin.sum_univ_three, RCLike.inner_apply, conj_trivial]
    fin_cases i <;> fin_cases j <;> simp [cubeCorner] <;> norm_num
  have h3 : (√3)⁻¹ * (√3)⁻¹ = (1 / 3 : ℝ) := by
    rw [← mul_inv, Real.mul_self_sqrt (by norm_num)]
    norm_num
  refine ⟨fun i => ?_, fun i j hij => ?_⟩
  · have h1 : ‖(√3)⁻¹ • cubeCorner i‖ ^ 2 = 1 := by
      rw [← real_inner_self_eq_norm_sq, real_inner_smul_left, real_inner_smul_right, hin,
        if_pos rfl, ← mul_assoc, h3]
      norm_num
    have h2 := norm_nonneg ((√3)⁻¹ • cubeCorner i)
    nlinarith
  · rw [real_inner_smul_left, real_inner_smul_right, hin, if_neg hij, ← mul_assoc, h3]
    norm_num

end

end TetrahedralBondAngle
```

Division by $\sqrt3$ turns the corners into unit vectors and the inner product $-1$ into $-1/3$. In the proof, `hin` computes all sixteen inner products of the unnormalised corners by cases, and `h3` supplies the factor $1/3$. The unit length follows from its square, together with the fact that a norm is not negative.

```lean
#print axioms TetrahedralBondAngle.max_equiangular_bonds
#print axioms TetrahedralBondAngle.bond_tensor_isotropic
#print axioms TetrahedralBondAngle.tetrahedral_angle
```

```
'TetrahedralBondAngle.max_equiangular_bonds' depends on axioms: [propext, Classical.choice, Quot.sound]
'TetrahedralBondAngle.bond_tensor_isotropic' depends on axioms: [propext, Classical.choice, Quot.sound]
'TetrahedralBondAngle.tetrahedral_angle' depends on axioms: [propext, Classical.choice, Quot.sound]
```
